# Secular homonuclear dipolar Hamiltonians of three spins 1/2 commute exactly when their coupling vectors have zero cross product

A time-stepped simulation of magic-angle spinning can merge two successive steps into one exponential without further error if the Hamiltonians at the two rotor positions commute. For three spins 1/2 with only secular homonuclear dipolar couplings, they commute exactly when the two vectors that list the three pair couplings at each position have zero cross product.

In Lean 4 with Mathlib:

```lean
import Mathlib

open scoped Kronecker

namespace MagicAngleSpinning

noncomputable section

/-- Spin operators `S j a` (spin `j`, component `a = 0, 1, 2` for x, y, z) obey the cyclic
angular momentum relations, and components of different spins commute. -/
structure IsSpinSystem {ι A : Type*} [Ring A] [Algebra ℂ A] (S : ι → Fin 3 → A) : Prop where
  comm : ∀ j k, j ≠ k → ∀ a b, Commute (S j a) (S k b)
  xy : ∀ j, S j 0 * S j 1 - S j 1 * S j 0 = Complex.I • S j 2
  yz : ∀ j, S j 1 * S j 2 - S j 2 * S j 1 = Complex.I • S j 0
  zx : ∀ j, S j 2 * S j 0 - S j 0 * S j 2 = Complex.I • S j 1

/-- The secular homonuclear dipolar operator `2 IjzIkz - IjxIkx - IjyIky`. -/
def dipolar {ι A : Type*} [Ring A] (S : ι → Fin 3 → A) (j k : ι) : A :=
  2 * (S j 2 * S k 2) - S j 0 * S k 0 - S j 1 * S k 1

/-- The three-spin operator `Z(i;j,k) = Iiz (IjxIky - IjyIkx)`. -/
def threeSpinTerm {ι A : Type*} [Ring A] (S : ι → Fin 3 → A) (i j k : ι) : A :=
  S i 2 * (S j 0 * S k 1 - S j 1 * S k 0)

/-- The dipolar Hamiltonian of three spins; `w i` is the coupling of the pair that
does not contain spin `i`. -/
def dipolarHamiltonian {A : Type*} [Ring A] [Algebra ℂ A] (S : Fin 3 → Fin 3 → A)
    (w : Fin 3 → ℂ) : A :=
  w 0 • dipolar S 1 2 + w 1 • dipolar S 2 0 + w 2 • dipolar S 0 1

/-- The commutator of two bilinear couplings that share spin `i` is the commutator of the
components of spin `i`, times the components of the other two spins. -/
theorem shared_spin_commutator {ι A : Type*} [Ring A] [Algebra ℂ A] {S : ι → Fin 3 → A}
    (h : IsSpinSystem S) {i j k : ι} (hij : i ≠ j) (hik : i ≠ k) (hjk : j ≠ k) (a b : Fin 3) :
    S i a * S j a * (S i b * S k b) - S i b * S k b * (S i a * S j a)
      = (S i a * S i b - S i b * S i a) * (S j a * S k b) := by
  rw [(h.comm j i hij.symm a b).mul_mul_mul_comm, (h.comm k i hik.symm b a).mul_mul_mul_comm,
    (h.comm k j hjk.symm b a).eq, sub_mul]

/-- Two dipolar couplings that share spin `i` have the commutator `Complex.I • (Z(i;j,k) - 2
Z(j;k,i) - 2 Z(k;i,j))`. -/
theorem dipolar_commutator {ι A : Type*} [Ring A] [Algebra ℂ A] {S : ι → Fin 3 → A}
    (h : IsSpinSystem S) {i j k : ι} (hij : i ≠ j) (hik : i ≠ k) (hjk : j ≠ k) :
    dipolar S i j * dipolar S i k - dipolar S i k * dipolar S i j
      = Complex.I • (threeSpinTerm S i j k - (2 : ℂ) • threeSpinTerm S j k i
          - (2 : ℂ) • threeSpinTerm S k i j) := by
  have p := shared_spin_commutator h hij hik hjk
  -- only commutators of different components of the shared spin survive
  have key : dipolar S i j * dipolar S i k - dipolar S i k * dipolar S i j
      = (S i 0 * S i 1 - S i 1 * S i 0) * (S j 0 * S k 1 - S j 1 * S k 0)
        - 2 * ((S i 1 * S i 2 - S i 2 * S i 1) * (S j 1 * S k 2 - S j 2 * S k 1))
        - 2 * ((S i 2 * S i 0 - S i 0 * S i 2) * (S j 2 * S k 0 - S j 0 * S k 2)) := by
    unfold dipolar
    linear_combination (norm := noncomm_ring) p 0 0 + p 0 1 - 2 * p 0 2 + p 1 0 + p 1 1
      - 2 * p 1 2 - 2 * p 2 0 - 2 * p 2 1 + 4 * p 2 2
  -- bring the three-spin products to the order i, j, k
  have r : ∀ a b c, S j a * (S k b * S i c) = S i c * (S j a * S k b) := fun a b c => by
    rw [(h.comm k i hik.symm b c).eq, ← mul_assoc, (h.comm j i hij.symm a c).eq, mul_assoc]
  have r' : ∀ a b c, S k a * (S i b * S j c) = S i b * (S j c * S k a) := fun a b c => by
    rw [← mul_assoc, (h.comm k i hik.symm a b).eq, mul_assoc, (h.comm k j hjk.symm a c).eq]
  have zj : threeSpinTerm S j k i = S i 1 * (S j 2 * S k 0) - S i 0 * (S j 2 * S k 1) := by
    rw [threeSpinTerm, mul_sub, r, r]
  have zk : threeSpinTerm S k i j = S i 0 * (S j 1 * S k 2) - S i 1 * (S j 0 * S k 2) := by
    rw [threeSpinTerm, mul_sub, r', r']
  rw [key, h.xy i, h.yz i, h.zx i, zj, zk, threeSpinTerm]
  simp only [two_mul, mul_sub, smul_mul_assoc]
  module

/-- The dipolar operator is symmetric in its two spins. -/
theorem dipolar_symm {ι A : Type*} [Ring A] [Algebra ℂ A] {S : ι → Fin 3 → A}
    (h : IsSpinSystem S) {j k : ι} (hjk : j ≠ k) : dipolar S j k = dipolar S k j := by
  simp only [dipolar, fun a => (h.comm j k hjk a a).eq]

/-- The commutator of two three-spin dipolar Hamiltonians is a sum of three-spin operators
weighted by the cross product of the coupling vectors. -/
theorem hamiltonian_commutator {A : Type*} [Ring A] [Algebra ℂ A] {S : Fin 3 → Fin 3 → A}
    (h : IsSpinSystem S) (u v : Fin 3 → ℂ) :
    dipolarHamiltonian S u * dipolarHamiltonian S v
        - dipolarHamiltonian S v * dipolarHamiltonian S u
      = -(Complex.I • (
          crossProduct u v 0 • (threeSpinTerm S 0 1 2 - (2 : ℂ) • threeSpinTerm S 1 2 0
            - (2 : ℂ) • threeSpinTerm S 2 0 1)
        + crossProduct u v 1 • (threeSpinTerm S 1 2 0 - (2 : ℂ) • threeSpinTerm S 2 0 1
            - (2 : ℂ) • threeSpinTerm S 0 1 2)
        + crossProduct u v 2 • (threeSpinTerm S 2 0 1 - (2 : ℂ) • threeSpinTerm S 0 1 2
            - (2 : ℂ) • threeSpinTerm S 1 2 0))) := by
  have e0 := dipolar_commutator h (i := 0) (j := 1) (k := 2) (by decide) (by decide) (by decide)
  have e1 := dipolar_commutator h (i := 1) (j := 2) (k := 0) (by decide) (by decide) (by decide)
  have e2 := dipolar_commutator h (i := 2) (j := 0) (k := 1) (by decide) (by decide) (by decide)
  rw [dipolar_symm h (j := 0) (k := 2) (by decide)] at e0
  rw [dipolar_symm h (j := 1) (k := 0) (by decide)] at e1
  rw [dipolar_symm h (j := 2) (k := 1) (by decide)] at e2
  have c0 : crossProduct u v 0 = u 1 * v 2 - u 2 * v 1 := by simp [cross_apply]
  have c1 : crossProduct u v 1 = u 2 * v 0 - u 0 * v 2 := by simp [cross_apply]
  have c2 : crossProduct u v 2 = u 0 * v 1 - u 1 * v 0 := by simp [cross_apply]
  rw [c0, c1, c2]
  simp only [dipolarHamiltonian, add_mul, mul_add, smul_mul_assoc, mul_smul_comm]
  linear_combination (norm := module) (-(u 1 * v 2 - u 2 * v 1)) • e0
    + (-(u 2 * v 0 - u 0 * v 2)) • e1 + (-(u 0 * v 1 - u 1 * v 0)) • e2

/-- The spin-1/2 matrices for the x, y and z components. -/
def halfSpin : Fin 3 → Matrix (Fin 2) (Fin 2) ℂ :=
  ![!![0, 1 / 2; 1 / 2, 0], !![0, -Complex.I / 2; Complex.I / 2, 0], !![1 / 2, 0; 0, -1 / 2]]

/-- The product operator of three one-spin matrices. -/
def triple (A B C : Matrix (Fin 2) (Fin 2) ℂ) :
    Matrix (Fin 2 × Fin 2 × Fin 2) (Fin 2 × Fin 2 × Fin 2) ℂ := A ⊗ₖ (B ⊗ₖ C)

/-- The spin operators of three spins 1/2. -/
def spinHalf : Fin 3 → Fin 3 → Matrix (Fin 2 × Fin 2 × Fin 2) (Fin 2 × Fin 2 × Fin 2) ℂ :=
  ![fun a => triple (halfSpin a) 1 1, fun a => triple 1 (halfSpin a) 1,
    fun a => triple 1 1 (halfSpin a)]

/-- Product operators multiply spin by spin. -/
theorem triple_mul (A B C A' B' C' : Matrix (Fin 2) (Fin 2) ℂ) :
    triple A B C * triple A' B' C' = triple (A * A') (B * B') (C * C') := by
  simp only [triple, Matrix.mul_kronecker_mul]

/-- The operators of three spins 1/2 form a spin system. -/
theorem spinHalf_witness : IsSpinSystem spinHalf := by
  -- a one-spin commutator carries over to each of the three positions
  have lift : ∀ a b c, halfSpin a * halfSpin b - halfSpin b * halfSpin a
      = Complex.I • halfSpin c → ∀ j, spinHalf j a * spinHalf j b - spinHalf j b * spinHalf j a
      = Complex.I • spinHalf j c := by
    intro a b c h j
    have e : ∀ p q, (halfSpin a * halfSpin b) p q - (halfSpin b * halfSpin a) p q
        = Complex.I * halfSpin c p q := fun p q => by
      have := congrArg (fun M => M p q) h
      simpa only [Matrix.sub_apply, Matrix.smul_apply, smul_eq_mul] using this
    let o : Matrix (Fin 2) (Fin 2) ℂ := 1
    fin_cases j
    all_goals
      simp only [spinHalf, Fin.zero_eta, Fin.mk_one, Fin.reduceFinMk, Matrix.cons_val,
        triple_mul, one_mul]
      ext ⟨p, q, r⟩ ⟨p', q', r'⟩
      simp only [triple, Matrix.sub_apply, Matrix.smul_apply, Matrix.kroneckerMap_apply,
        smul_eq_mul]
    · linear_combination (o q q' * o r r') * e p p'
    · linear_combination (o p p' * o r r') * e q q'
    · linear_combination (o p p' * o q q') * e r r'
  refine ⟨?_, lift 0 1 2 ?_, lift 1 2 0 ?_, lift 2 0 1 ?_⟩
  · intro j k hjk a b
    fin_cases j <;> fin_cases k <;> simp [spinHalf, triple_mul, commute_iff_eq] at hjk ⊢
  all_goals
    ext i j
    fin_cases i <;> fin_cases j <;>
      simp [halfSpin] <;> ring_nf <;>
      norm_num [Complex.I_sq]

/-- For spins 1/2 the three operators `Z` are linearly independent. -/
theorem threeSpinTerm_independent (a b c : ℂ)
    (h : a • threeSpinTerm spinHalf 0 1 2 + b • threeSpinTerm spinHalf 1 2 0
      + c • threeSpinTerm spinHalf 2 0 1 = 0) : a = 0 ∧ b = 0 ∧ c = 0 := by
  simp only [threeSpinTerm, spinHalf, Matrix.cons_val, mul_sub, triple_mul, one_mul,
    mul_one] at h
  -- each flip-flop matrix element sees only one of the three operators
  have ea : a * (Complex.I / 4) = 0 := by
    have e := congrArg (fun M => M (0, 0, 1) (0, 1, 0)) h
    simp [triple, halfSpin, -mul_eq_zero] at e
    linear_combination e
  have eb : b * (Complex.I / 4) = 0 := by
    have e := congrArg (fun M => M (1, 0, 0) (0, 0, 1)) h
    simp [triple, halfSpin, -mul_eq_zero] at e
    linear_combination e
  have ec : c * (Complex.I / 4) = 0 := by
    have e := congrArg (fun M => M (0, 1, 0) (1, 0, 0)) h
    simp [triple, halfSpin, -mul_eq_zero] at e
    linear_combination e
  exact ⟨by simpa using ea, by simpa using eb, by simpa using ec⟩

/-- For three spins 1/2, the dipolar operators of the pairs 0,1 and 0,2 do not commute. -/
theorem spinHalf_commutator_ne_zero :
    dipolar spinHalf 0 1 * dipolar spinHalf 0 2
      - dipolar spinHalf 0 2 * dipolar spinHalf 0 1 ≠ 0 := by
  intro h
  rw [dipolar_commutator spinHalf_witness (by decide) (by decide) (by decide)] at h
  exact Complex.I_ne_zero (threeSpinTerm_independent Complex.I (-2 * Complex.I)
    (-2 * Complex.I) (by linear_combination (norm := module) h)).1

/-- For three spins 1/2, dipolar Hamiltonians with coupling vectors `u` and `v` commute
exactly when the cross product of `u` and `v` vanishes. -/
theorem spinHalf_commute_iff (u v : Fin 3 → ℂ) :
    Commute (dipolarHamiltonian spinHalf u) (dipolarHamiltonian spinHalf v)
      ↔ crossProduct u v = 0 := by
  have key := hamiltonian_commutator spinHalf_witness u v
  constructor
  · intro h
    rw [sub_eq_zero.mpr h.eq] at key
    generalize crossProduct u v = w at key ⊢
    obtain ⟨ha, hb, hc⟩ := threeSpinTerm_independent
      (Complex.I * (w 0 - 2 * w 1 - 2 * w 2)) (Complex.I * (w 1 - 2 * w 2 - 2 * w 0))
      (Complex.I * (w 2 - 2 * w 0 - 2 * w 1)) (by linear_combination (norm := module) key)
    have a := (mul_eq_zero.mp ha).resolve_left Complex.I_ne_zero
    have b := (mul_eq_zero.mp hb).resolve_left Complex.I_ne_zero
    have c := (mul_eq_zero.mp hc).resolve_left Complex.I_ne_zero
    -- the linear system for the cross product is invertible
    have h0 : w 0 = 0 := by linear_combination (1 / 9) * a - (2 / 9) * b - (2 / 9) * c
    have h1 : w 1 = 0 := by linear_combination (1 / 9) * b - (2 / 9) * c - (2 / 9) * a
    have h2 : w 2 = 0 := by linear_combination (1 / 9) * c - (2 / 9) * a - (2 / 9) * b
    ext i
    fin_cases i
    exacts [h0, h1, h2]
  · intro h
    rw [h] at key
    exact sub_eq_zero.mp (key.trans (by simp))

end

end MagicAngleSpinning
```

```lean
#print axioms MagicAngleSpinning.spinHalf_commutator_ne_zero
-- 'MagicAngleSpinning.spinHalf_commutator_ne_zero' depends on axioms: [propext, Classical.choice, Quot.sound]
#print axioms MagicAngleSpinning.spinHalf_commute_iff
-- 'MagicAngleSpinning.spinHalf_commute_iff' depends on axioms: [propext, Classical.choice, Quot.sound]
```

## Spins, couplings and rotor positions

The operator `S j a` is the component $I_{ja}$ of spin $j$, with $a=0,1,2$ for $x,y,z$ and $\hbar=1$. `IsSpinSystem` requires $[I_{jx},I_{jy}]=\mathrm i I_{jz}$ and its cyclic versions, where $\mathrm i$ is the imaginary unit, and commuting components for different spins. The spin length is left open, so `dipolar_commutator` and `hamiltonian_commutator` hold for any spin quantum numbers.

`dipolar S j k` is $D_{jk}=2I_{jz}I_{kz}-I_{jx}I_{kx}-I_{jy}I_{ky}$, and `threeSpinTerm S i j k` is $Z(i;j,k)=I_{iz}(I_{jx}I_{ky}-I_{jy}I_{kx})$. With spins numbered 0, 1, 2, the Hamiltonian is

$$H(u)=u_0D_{12}+u_1D_{20}+u_2D_{01}.$$

Two rotor positions enter as two coupling vectors $u$ and $v$. In a rigid solid each entry is real and proportional to $(3\cos^2\theta-1)/r^3$, where $r$ is the distance between the two nuclei and $\theta$ the angle between the line joining them and the static field. The theorems allow arbitrary complex triples; the dependence on crystal orientation and rotor angle is not modelled, and chemical shifts and radio-frequency fields are absent.

## Two couplings with a common spin

Write $D_{jk}=\sum_a g_aI_{ja}I_{ka}$ with $g=(-1,-1,2)$. For distinct $i,j,k$, moving commuting factors past each other gives

$$[I_{ia}I_{ja},I_{ib}I_{kb}]=[I_{ia},I_{ib}]\,I_{ja}I_{kb}.$$

This is `shared_spin_commutator`. Terms with $a=b$ vanish. The weight $g_ag_b$ is $1$ for the pair $x,y$ and $-2$ for the other two pairs, so

$$\begin{aligned}[D_{ij},D_{ik}]={}&\mathrm i I_{iz}(I_{jx}I_{ky}-I_{jy}I_{kx})\\&-2\mathrm i I_{ix}(I_{jy}I_{kz}-I_{jz}I_{ky})\\&-2\mathrm i I_{iy}(I_{jz}I_{kx}-I_{jx}I_{kz}).\end{aligned}$$

The first line is $\mathrm i Z(i;j,k)$. Putting the factors in the order $i,j,k$,

$$\begin{aligned}Z(j;k,i)&=I_{iy}I_{jz}I_{kx}-I_{ix}I_{jz}I_{ky},\\ Z(k;i,j)&=I_{ix}I_{jy}I_{kz}-I_{iy}I_{jx}I_{kz},\end{aligned}$$

and their sum is what $-2\mathrm i$ multiplies in the other two lines. Hence

$$[D_{ij},D_{ik}]=\mathrm i\bigl(Z(i;j,k)-2Z(j;k,i)-2Z(k;i,j)\bigr).$$

In `dipolar_commutator`, `key` sums the nine component pairs, `r` and `r'` do the reordering, and `module` collects the terms.

## The cross product of the couplings

Let $Z_0=Z(0;1,2)$, $Z_1=Z(1;2,0)$, $Z_2=Z(2;0,1)$ and $w=u\times v$. Expanding $[H(u),H(v)]$ gives $w_0[D_{20},D_{01}]$ plus cyclic terms. By `dipolar_symm`, $[D_{20},D_{01}]=-[D_{01},D_{02}]$, which supplies the overall minus sign in `hamiltonian_commutator`. Collected by operator,

$$[H(u),H(v)]=-\mathrm i\sum_m(3w_m-2s)Z_m,\qquad s=w_0+w_1+w_2.$$

If $w=0$, the Hamiltonians commute. The converse is proved for spins 1/2, where `spinHalf` gives the $8\times8$ Kronecker-product matrices and `spinHalf_witness` checks their commutation relations.

Each $Z_m$ flips the two spins other than $m$ in opposite directions. Thus $\langle\uparrow\uparrow\downarrow|Z_0|\uparrow\downarrow\uparrow\rangle=\mathrm i/4$, while $Z_1$ and $Z_2$ have no such element. Cyclic choices isolate the other two operators, so all three are linearly independent (`threeSpinTerm_independent`). In particular $[D_{01},D_{02}]\neq0$, since $Z_0$ has coefficient $\mathrm i$.

If $H(u)$ and $H(v)$ commute, independence gives $3w_m=2s$ for every $m$. Summing over $m$ yields $3s=6s$, so $s=0$ and every $w_m=0$. `spinHalf_commute_iff` solves the same system with explicit coefficients $1/9$ and $-2/9$.

## The test in a propagation code

For this three-spin model, a code can compute $u\times v$ from the couplings at two time steps instead of multiplying $8\times8$ matrices. A nonzero result means that $[H(u),H(v)]$ contributes to the integrand of the second-order Magnus term; whether the integral over a rotor period survives is a separate question.

The smallest case is an isolated pair, where only the coefficient of $D_{01}$ can be nonzero at any rotor position. All coupling vectors are then parallel, and the dipolar Hamiltonian commutes with itself throughout the rotation. With a second coupling, $u=(0,0,1)$ and $v=(0,1,0)$ give $u\times v=(-1,0,0)$, which recovers the nonzero commutator $[D_{01},D_{02}]$.
